# The C6 integral of two identical one-frequency atoms, mapped to a smooth integral from -1 to 1

Take an atomic frequency of 1 and the integral of \(1/(1+u^2)^2\) over \(u>0\). Substitute

\[
u=\frac{1+t}{1-t},\qquad du=\frac{2\,dt}{(1-t)^2},\qquad 1+u^2=\frac{2(1+t^2)}{(1-t)^2}.
\]

As \(t\) runs from \(-1\) to \(1\), \(u\) runs from \(0\) to \(\infty\). The powers of \(1-t\) in the denominators cancel, and

\[
\int_0^\infty\frac{du}{(1+u^2)^2}=\int_{-1}^{1}\frac{(1-t)^2}{2(1+t^2)^2}\,dt=\frac12\left[\arctan t+\frac1{1+t^2}\right]_{-1}^{1}=\frac{\pi}{4}.
\]

The infinite range has become a finite one, and the new integrand has no singularity on it. The Lean file does the same for any atomic frequency \(w>0\), first with an independent grid scale \(s>0\) and then with \(s=w\).

## The grid and the physical model

```lean
import Mathlib

open MeasureTheory Set

namespace CasimirPolderQuadrature

noncomputable section
```

The file loads the Mathlib library and opens two of its namespaces, so that intervals and integrals can be written with short names.

```lean
/-- The imaginary frequency assigned to the quadrature variable `t` by a grid of scale `s`. -/
def gridFrequency (s t : ℝ) : ℝ := s * (1 + t) / (1 - t)
```

This is the map \(u=s(1+t)/(1-t)\). The scale \(s\) is the frequency assigned to the midpoint \(t=0\).

```lean
/-- The integrand `1/(w² + u²)²` after the change to the variable `t` on a grid of scale `s`,
with the Jacobian included. -/
def mappedIntegrand (w s t : ℝ) : ℝ :=
  2 * s * (1 - t) ^ 2 / (w ^ 2 * (1 - t) ^ 2 + s ^ 2 * (1 + t) ^ 2) ^ 2
```

In ordinary notation, this function is

\[
\frac{2s(1-t)^2}{D(t)^2},\qquad D(t)=w^2(1-t)^2+s^2(1+t)^2 .
\]

At this point it is only a definition; its relation to the frequency integral is proved below.

```lean
/-- Polarizability at imaginary frequency `u` of an atom with static polarizability `α₀` and a
single excitation frequency `w`. -/
def polarizability (α₀ w u : ℝ) : ℝ := α₀ * w ^ 2 / (w ^ 2 + u ^ 2)
```

The polarizability at imaginary frequency \(iu\) is \(\alpha_0w^2/(w^2+u^2)\), which equals the static value \(\alpha_0\) at \(u=0\). The model lets one undamped excitation stand for the atom's whole spectrum.

```lean
/-- The Casimir–Polder expression for the C6 coefficient of two atoms, in atomic units. -/
def c6 (αA αB : ℝ → ℝ) : ℝ := 3 / Real.pi * ∫ u in Ioi (0 : ℝ), αA u * αB u
```

`Ioi 0` is the open half-line \(u>0\), so this reads

\[
C_6=\frac3\pi\int_0^\infty\alpha_A(u)\,\alpha_B(u)\,du .
\]

The Casimir–Polder formula enters as a definition and is not derived from perturbation theory. It gives the coefficient in the leading non-retarded dispersion energy \(-C_6/R^6\) of two isotropic atoms, at distances \(R\) large enough that their electron clouds do not overlap, in atomic units.

## Changing the variable

```lean
/-- The Jacobian of the frequency grid is `2s/(1-t)²`. -/
theorem hasDerivAt_gridFrequency (s : ℝ) {t : ℝ} (ht : t ≠ 1) :
    HasDerivAt (gridFrequency s) (2 * s / (1 - t) ^ 2) t := by
  have h : 1 - t ≠ 0 := sub_ne_zero.mpr ht.symm
  have hn : HasDerivAt (fun x : ℝ => s * (1 + x)) s t :=
    (((hasDerivAt_id' t).const_add 1).const_mul s).congr_deriv (by ring)
  have hd : HasDerivAt (fun x : ℝ => 1 - x) (-1) t := (hasDerivAt_id' t).const_sub 1
  exact (hn.fun_div hd h).congr_deriv (by congr 1; ring)
```

A theorem lists its hypotheses before the colon and its claim after it. `HasDerivAt f d t` says that `f` has derivative `d` at `t`. The quotient rule gives

\[
\frac{du}{dt}=\frac{s(1-t)+s(1+t)}{(1-t)^2}=\frac{2s}{(1-t)^2},\qquad t\neq1 .
\]

In the proof, `hn` and `hd` differentiate numerator and denominator, `fun_div` is the quotient rule, and `ring` checks the remaining algebra.

```lean
/-- The grid maps the open interval from -1 to 1 onto all positive frequencies. -/
theorem gridFrequency_image {s : ℝ} (hs : 0 < s) :
    gridFrequency s '' Ioo (-1) 1 = Ioi 0 := by
  ext u
  constructor
  · rintro ⟨t, ⟨h1, h2⟩, rfl⟩
    exact div_pos (mul_pos hs (by linarith)) (by linarith)
  · intro hu
    have hu' : 0 < u := hu
    have h : u + s ≠ 0 := by positivity
    -- the inverse map is t = (u - s)/(u + s)
    refine ⟨(u - s) / (u + s), ⟨?_, ?_⟩, ?_⟩
    · rw [lt_div_iff₀ (by linarith)]; linarith
    · rw [div_lt_one (by linarith)]; linarith
    · have e1 : 1 + (u - s) / (u + s) = 2 * u / (u + s) := by
        rw [eq_div_iff h, add_mul, div_mul_cancel₀ _ h]; ring
      have e2 : 1 - (u - s) / (u + s) = 2 * s / (u + s) := by
        rw [eq_div_iff h, sub_mul, div_mul_cancel₀ _ h]; ring
      unfold gridFrequency
      rw [e1, e2]
      field_simp
```

The symbol `''` denotes the image of a set: for \(s>0\) the grid carries \((-1,1)\) onto \((0,\infty)\). For \(-1<t<1\) both \(1+t\) and \(1-t\) are positive, so \(u>0\). Conversely, given \(u>0\), choose \(t=(u-s)/(u+s)\), which lies between \(-1\) and \(1\). Then

\[
1+t=\frac{2u}{u+s},\qquad 1-t=\frac{2s}{u+s},\qquad s\,\frac{1+t}{1-t}=u .
\]

The two halves of the proof follow these two directions, with `e1` and `e2` as the first two identities of the display.

```lean
/-- Change of variables: an integral over positive frequencies equals the integral over `t` from
-1 to 1 weighted by the Jacobian, for every grid scale `s > 0`. -/
theorem integral_frequency_eq {s : ℝ} (hs : 0 < s) (f : ℝ → ℝ) :
    ∫ u in Ioi (0 : ℝ), f u =
      ∫ t in (-1 : ℝ)..1, 2 * s / (1 - t) ^ 2 * f (gridFrequency s t) := by
  have hinj : InjOn (gridFrequency s) (Ioo (-1) 1) := by
    intro a ha b hb hab
    have hab' : s * (1 + a) / (1 - a) = s * (1 + b) / (1 - b) := hab
    rw [div_eq_div_iff (by linarith [ha.2]) (by linarith [hb.2])] at hab'
    have h0 : s * (a - b) = 0 := by linear_combination hab' / 2
    have h1 := (mul_eq_zero.mp h0).resolve_left hs.ne'
    linarith
  rw [← gridFrequency_image hs,
    integral_image_eq_integral_abs_deriv_smul measurableSet_Ioo
      (fun t ht => (hasDerivAt_gridFrequency s (ne_of_lt ht.2)).hasDerivWithinAt) hinj f,
    intervalIntegral.integral_of_le (by norm_num), integral_Ioc_eq_integral_Ioo]
  apply setIntegral_congr_fun measurableSet_Ioo
  intro t _
  simp only [smul_eq_mul]
  rw [abs_of_nonneg (by positivity)]
```

For any function \(f\),

\[
\int_0^\infty f(u)\,du=\int_{-1}^1\frac{2s}{(1-t)^2}\,f\!\left(s\frac{1+t}{1-t}\right)dt .
\]

No integrability is assumed, because Lean gives a non-integrable function the integral 0; the equation has content when \(f\) is integrable.

The substitution also needs the map to be one-to-one. If \(a\) and \(b\) give the same frequency, cross-multiplication yields \(2s(a-b)=0\), hence \(a=b\). That is `hinj`. Mathlib's substitution theorem then supplies the integral with the absolute value of the Jacobian, which can be removed because the Jacobian is positive.

```lean
/-- The frequency integral of `1/(w² + u²)²` equals the integral of the mapped integrand for every
grid scale `s > 0`. -/
theorem integral_any_scale {w s : ℝ} (hw : 0 < w) (hs : 0 < s) :
    ∫ u in Ioi (0 : ℝ), 1 / (w ^ 2 + u ^ 2) ^ 2 =
      ∫ t in (-1 : ℝ)..1, mappedIntegrand w s t := by
  rw [integral_frequency_eq hs]
  apply intervalIntegral.integral_congr
  intro t _
  simp only [mappedIntegrand, gridFrequency]
  by_cases ht : t = 1
  · simp [ht]
  have h : 1 - t ≠ 0 := sub_ne_zero.mpr (Ne.symm ht)
  have hD : w ^ 2 * (1 - t) ^ 2 + s ^ 2 * (1 + t) ^ 2 ≠ 0 := by positivity
  have key : w ^ 2 + (s * (1 + t) / (1 - t)) ^ 2 =
      (w ^ 2 * (1 - t) ^ 2 + s ^ 2 * (1 + t) ^ 2) / (1 - t) ^ 2 := by
    rw [div_pow, eq_div_iff (pow_ne_zero 2 h), add_mul, div_mul_cancel₀ _ (pow_ne_zero 2 h)]
    ring
  have aux : ∀ D x : ℝ, D ≠ 0 → x ≠ 0 →
      2 * s / x ^ 2 * (1 / (D / x ^ 2) ^ 2) = 2 * s * x ^ 2 / D ^ 2 := by
    intro D x h1 h2
    field_simp
  rw [key]
  exact aux _ _ hD h
```

Now \(f(u)=1/(w^2+u^2)^2\). Since \(w^2+u^2=D(t)/(1-t)^2\), the integrand becomes

\[
\frac{2s}{(1-t)^2}\cdot\frac{(1-t)^4}{D(t)^2}=\frac{2s(1-t)^2}{D(t)^2}.
\]

The step `key` rewrites \(w^2+u^2\), and `aux` performs the cancellation. The endpoint \(t=1\) is treated separately.

## Matching the scale to the atom

```lean
/-- With the grid scale matched to the atomic frequency, the frequency integral becomes the
integral of `(1-t)²/(2w³(1+t²)²)` from -1 to 1, and its value is `π/(4w³)`. -/
theorem integral_matched_scale {w : ℝ} (hw : 0 < w) :
    ∫ u in Ioi (0 : ℝ), 1 / (w ^ 2 + u ^ 2) ^ 2 =
        ∫ t in (-1 : ℝ)..1, (1 - t) ^ 2 / (2 * w ^ 3 * (1 + t ^ 2) ^ 2) ∧
      ∫ t in (-1 : ℝ)..1, (1 - t) ^ 2 / (2 * w ^ 3 * (1 + t ^ 2) ^ 2) =
        Real.pi / (4 * w ^ 3) := by
  constructor
  · rw [integral_any_scale hw hw]
    apply intervalIntegral.integral_congr
    intro t _
    simp only [mappedIntegrand]
    rw [show w ^ 2 * (1 - t) ^ 2 + w ^ 2 * (1 + t) ^ 2 = 2 * w ^ 2 * (1 + t ^ 2) by ring,
      div_eq_div_iff (by positivity) (by positivity)]
    ring
  · -- an antiderivative is (arctan t + 1/(1+t²))/(2w³)
    have hF : ∀ t : ℝ, HasDerivAt
        (fun x : ℝ => (Real.arctan x + 1 / (1 + x ^ 2)) / (2 * w ^ 3))
        ((1 - t) ^ 2 / (2 * w ^ 3 * (1 + t ^ 2) ^ 2)) t := by
      intro t
      have hne : 1 + t ^ 2 ≠ 0 := by positivity
      have h1 : HasDerivAt (fun x : ℝ => 1 + x ^ 2) (2 * t) t :=
        ((hasDerivAt_pow 2 t).const_add 1).congr_deriv (by norm_num)
      exact (((Real.hasDerivAt_arctan t).fun_add
        ((hasDerivAt_const t (1 : ℝ)).fun_div h1 hne)).div_const (2 * w ^ 3)).congr_deriv
        (by field_simp; ring)
    have hc : Continuous (fun t : ℝ => (1 - t) ^ 2 / (2 * w ^ 3 * (1 + t ^ 2) ^ 2)) :=
      Continuous.div (by fun_prop) (by fun_prop) (fun t => by positivity)
    rw [intervalIntegral.integral_eq_sub_of_hasDerivAt (fun t _ => hF t)
      (hc.intervalIntegrable _ _)]
    simp only [Real.arctan_neg, Real.arctan_one]
    ring
```

The sign `∧` means "and": the theorem states both equalities,

\[
\int_0^\infty\frac{du}{(w^2+u^2)^2}=\int_{-1}^1\frac{(1-t)^2}{2w^3(1+t^2)^2}\,dt=\frac{\pi}{4w^3}.
\]

With \(s=w\), the denominator simplifies to \(D(t)=2w^2(1+t^2)\), so the mapped integrand is

\[
\frac{2w(1-t)^2}{4w^4(1+t^2)^2}=\frac{(1-t)^2}{2w^3(1+t^2)^2}.
\]

For the value, write \((1-t)^2=(1+t^2)-2t\). Then

\[
\frac{(1-t)^2}{(1+t^2)^2}=\frac1{1+t^2}-\frac{2t}{(1+t^2)^2}
=\frac{d}{dt}\left[\arctan t+\frac1{1+t^2}\right].
\]

Between \(-1\) and \(1\) the bracket changes by \(\pi/2\), and division by \(2w^3\) gives the result. In Lean, `hF` verifies the antiderivative, `hc` the continuity of the integrand, and the fundamental theorem of calculus does the rest.

The hypothesis \(w>0\) matters. For \(w=-1\) the frequency integral is still \(\pi/4\), because it contains only \(w^2\), while the integral over \(t\) contains \(w^3\) and equals \(-\pi/4\). The first equality fails.

```lean
/-- The matched integrand is smooth on the whole line and lies between 0 and `1/w³`. -/
theorem matched_smooth_bounded {w : ℝ} (hw : 0 < w) (n : ℕ) :
    ContDiff ℝ n (fun t : ℝ => (1 - t) ^ 2 / (2 * w ^ 3 * (1 + t ^ 2) ^ 2)) ∧
      ∀ t : ℝ, 0 ≤ (1 - t) ^ 2 / (2 * w ^ 3 * (1 + t ^ 2) ^ 2) ∧
        (1 - t) ^ 2 / (2 * w ^ 3 * (1 + t ^ 2) ^ 2) ≤ 1 / w ^ 3 := by
  refine ⟨ContDiff.div (by fun_prop) (by fun_prop) (fun t => by positivity),
    fun t => ⟨by positivity, ?_⟩⟩
  have h : (1 - t) ^ 2 ≤ 2 * (1 + t ^ 2) ^ 2 := by
    nlinarith [sq_nonneg (1 + t), sq_nonneg t, sq_nonneg (t ^ 2)]
  rw [div_le_div_iff₀ (by positivity) (by positivity)]
  have h3 := mul_le_mul_of_nonneg_left h (pow_pos hw 3).le
  linarith
```

`ContDiff ℝ n` means \(n\) times continuously differentiable. Since \(n\) is an arbitrary natural number, the matched integrand has continuous derivatives of every order on the whole real line. It is smooth because \(1+t^2\) never vanishes. The bounds 0 and \(1/w^3\) follow from

\[
(1-t)^2=2(1+t^2)-(1+t)^2\le 2(1+t^2)\le2(1+t^2)^2
\]

after division by \(2w^3(1+t^2)^2\), which is positive because \(w>0\). The tactic `nlinarith` finds the inequality from the squares it is given.

```lean
/-- In the complex `t` plane the denominator of the mapped integrand vanishes exactly at the points
of the unit circle whose real part `x` satisfies `(w² + s²) x = w² - s²`. -/
theorem mapped_denominator_zero_iff {w s : ℝ} (hw : 0 < w) (hs : 0 < s) (z : ℂ) :
    (w : ℂ) ^ 2 * (1 - z) ^ 2 + (s : ℂ) ^ 2 * (1 + z) ^ 2 = 0 ↔
      (w ^ 2 + s ^ 2) * z.re = w ^ 2 - s ^ 2 ∧ z.re ^ 2 + z.im ^ 2 = 1 := by
  have hre : ((w : ℂ) ^ 2 * (1 - z) ^ 2 + (s : ℂ) ^ 2 * (1 + z) ^ 2).re =
      (w ^ 2 + s ^ 2) * (1 + z.re ^ 2 - z.im ^ 2) + 2 * (s ^ 2 - w ^ 2) * z.re := by
    simp [pow_two]
    ring
  have him : ((w : ℂ) ^ 2 * (1 - z) ^ 2 + (s : ℂ) ^ 2 * (1 + z) ^ 2).im =
      2 * z.im * ((w ^ 2 + s ^ 2) * z.re + (s ^ 2 - w ^ 2)) := by
    simp [pow_two]
    ring
  rw [Complex.ext_iff, hre, him, Complex.zero_re, Complex.zero_im]
  constructor
  · rintro ⟨h1, h2⟩
    rcases mul_eq_zero.mp h2 with hy | hx
    · -- a real zero would make a sum of two squares vanish
      exfalso
      have hy0 : z.im = 0 := by linarith
      rw [hy0] at h1
      have e : (w * (1 - z.re)) ^ 2 + (s * (1 + z.re)) ^ 2 = 0 := by linear_combination h1
      rcases le_or_gt z.re 0 with hx | hx
      · have := pow_pos (mul_pos hw (show 0 < 1 - z.re by linarith)) 2
        linarith [sq_nonneg (s * (1 + z.re))]
      · have := pow_pos (mul_pos hs (show 0 < 1 + z.re by linarith)) 2
        linarith [sq_nonneg (w * (1 - z.re))]
    · refine ⟨by linarith, ?_⟩
      have h0 : (w ^ 2 + s ^ 2) * (z.re ^ 2 + z.im ^ 2 - 1) = 0 := by
        linear_combination 2 * z.re * hx - h1
      have h3 := (mul_eq_zero.mp h0).resolve_left (by positivity)
      linarith
  · rintro ⟨h1, h2⟩
    exact ⟨by linear_combination 2 * z.re * h1 - (w ^ 2 + s ^ 2) * h2,
      by linear_combination 2 * z.im * h1⟩
```

Smoothness on the real line does not single out the matched grid, since \(D(t)\) has no real zero for any positive \(w\) and \(s\). The scale moves the complex zeros. Put \(z=x+iy\) for complex \(t\). The imaginary and real parts of \(D(z)=0\) are

\[
2y\left[(w^2+s^2)x+s^2-w^2\right]=0,
\]
\[
(w^2+s^2)(1+x^2-y^2)+2(s^2-w^2)x=0 .
\]

If \(y=0\), the second equation says \(w^2(1-x)^2+s^2(1+x)^2=0\), which is impossible. So the square bracket vanishes and \((w^2+s^2)x=w^2-s^2\). Inserting this into the second equation leaves \(x^2+y^2=1\). Conversely, these two conditions make both parts vanish. The Lean proof computes the parts in `hre` and `him` and then makes the same case distinction.

The zeros are therefore

\[
z=\frac{w^2-s^2\pm2iws}{w^2+s^2}.
\]

At \(s=w\) they sit at \(\pm i\), a distance 1 from the integration interval, which is the largest distance possible. At \(s=10w\) the distance is only about 0.2. Gauss–Legendre quadrature generally converges more slowly when singularities lie close to the interval, though the theorem itself concerns the zeros and gives no quadrature error.

## The coefficient for two identical atoms

```lean
/-- Two identical single-oscillator atoms have `C6 = (3/4) α₀² w`. -/
theorem c6_identical_atoms (α₀ : ℝ) {w : ℝ} (hw : 0 < w) :
    c6 (polarizability α₀ w) (polarizability α₀ w) = 3 / 4 * α₀ ^ 2 * w := by
  have h : ∀ u : ℝ, polarizability α₀ w u * polarizability α₀ w u =
      (α₀ * w ^ 2) ^ 2 * (1 / (w ^ 2 + u ^ 2) ^ 2) := by
    intro u
    have hX : w ^ 2 + u ^ 2 ≠ 0 := by positivity
    unfold polarizability
    field_simp
  have hpi : Real.pi ≠ 0 := Real.pi_ne_zero
  unfold c6
  simp_rw [h]
  rw [integral_const_mul, (integral_matched_scale hw).1, (integral_matched_scale hw).2]
  field_simp

end

end CasimirPolderQuadrature
```

The product of the two polarizabilities is \(\alpha_0^2w^4/(w^2+u^2)^2\), which is `h` in the proof. The constant comes out of the integral, and for \(w>0\) the matched result gives

\[
C_6=\frac3\pi\,\alpha_0^2w^4\,\frac{\pi}{4w^3}=\frac34\,\alpha_0^2w .
\]

This is London's formula for identical atoms. In electronic-structure work, where \(C_6\) can be computed from polarizabilities at a few imaginary frequencies, it provides an exact value against which to check a grid, within the model of two identical atoms with one excitation each. An atom with several excitation frequencies has no single scale that matches them all.

```lean
#print axioms CasimirPolderQuadrature.matched_smooth_bounded
#print axioms CasimirPolderQuadrature.mapped_denominator_zero_iff
#print axioms CasimirPolderQuadrature.c6_identical_atoms
```

```
'CasimirPolderQuadrature.matched_smooth_bounded' depends on axioms: [propext, Classical.choice, Quot.sound]
'CasimirPolderQuadrature.mapped_denominator_zero_iff' depends on axioms: [propext, Classical.choice, Quot.sound]
'CasimirPolderQuadrature.c6_identical_atoms' depends on axioms: [propext, Classical.choice, Quot.sound]
```
